# Applying the matrix of a trapped chain's curvature form to a vector v gives the form's values on the coordinate directions and v

For `N` particles on a line at positions x, `curvature` is the bilinear form ∑ᵢ vᵢwᵢ + 2g ∑_{i<j} (vᵢ − vⱼ)(wᵢ − wⱼ)/|xᵢ − xⱼ|³, with g any real number. At pairwise distinct positions this is the second variation of the energy ½∑ᵢ xᵢ² + g ∑_{i<j} 1/|xᵢ − xⱼ|, though the file takes the formula as a definition and does not derive it from the energy. The matrix `hessian` holds the form's values on pairs of coordinate directions, and the theorem says that component i of this matrix applied to v is the form evaluated at the i-th coordinate direction and v. The attempt packages the form as a linear map `L` in its last argument, writes v as a linear combination of coordinate vectors, and uses linearity to join the two sides.

This version doesn't compile in Lean 4 with Mathlib:

```lean
import Mathlib

open Matrix

namespace HessianMulVec

noncomputable section

/-- The pairs `i < j` of particles in a chain of `N` particles. -/
def pairs (N : ℕ) : Finset (Fin N × Fin N) :=
  Finset.univ.filter fun p => p.1 < p.2

variable {N : ℕ}

/-- Second variation of the energy along `v` and `w`, for pairwise distinct positions. -/
def curvature (g : ℝ) (x v w : Fin N → ℝ) : ℝ :=
  ∑ i, v i * w i
    + 2 * g * ∑ p ∈ pairs N, (v p.1 - v p.2) * (w p.1 - w p.2) / |x p.1 - x p.2| ^ 3

/-- The Hessian matrix: second variations along the coordinate directions,
for pairwise distinct positions. -/
def hessian (g : ℝ) (x : Fin N → ℝ) : Matrix (Fin N) (Fin N) ℝ :=
  Matrix.of fun i j => curvature g x (Pi.single i 1) (Pi.single j 1)

/-- Component `i` of the matrix `hessian g x` applied to `v` equals the formula `curvature g x`
evaluated at the coordinate direction `i` and `v`. -/
theorem hessian_mulVec (g : ℝ) (x v : Fin N → ℝ) (i : Fin N) :
    (hessian g x *ᵥ v) i = curvature g x (Pi.single i 1) v := by
  -- the second variation is linear in its last argument
  let L : (Fin N → ℝ) →ₗ[ℝ] ℝ :=
    { toFun := curvature g x (Pi.single i 1)
      map_add' := fun a b => by
        simp only [curvature, Pi.add_apply, add_sub_add_comm, mul_add, add_div,
          Finset.sum_add_distrib]
        ring
      map_smul' := fun c a => by
        simp only [curvature, Pi.smul_apply, smul_eq_mul, RingHom.id_apply, mul_add,
          Finset.mul_sum]
        congr 1 <;> exact Finset.sum_congr rfl fun _ _ => by ring }
  have hv : ∑ j, v j • (Pi.single j 1 : Fin N → ℝ) = v := by
    funext k
    simp [Finset.sum_apply, Pi.single_apply]
  calc (hessian g x *ᵥ v) i = ∑ j, v j * L (Pi.single j 1) :=
        Finset.sum_congr rfl fun j _ => mul_comm _ _
    _ = L (∑ j, v j • (Pi.single j 1 : Fin N → ℝ)) := by
        simp only [map_sum, map_smul, smul_eq_mul]
    _ = curvature g x (Pi.single i 1) v := by rw [hv]; rfl

end

end HessianMulVec
```

The compiler's answer:

```
Main.lean:44:8: error: Type mismatch
  Finset.sum_congr rfl fun j x => mul_comm (?m.167 j) (?m.168 j)
has type
  ∑ j ∈ ?m.155, ?m.167 j * ?m.168 j = ∑ j ∈ ?m.155, ?m.168 j * ?m.167 j
but is expected to have type
  (hessian g x *ᵥ v) i = ∑ j, v j * L (Pi.single j 1)
```

What went wrong. The error is in the first step of the `calc`. `Finset.sum_congr` proves an equation between two sums, but the left side of the expected equation is `(hessian g x *ᵥ v) i`, an entry of a matrix-vector product whose sum is hidden inside definitions. Lean did not match the two equations, so the index set and the factors in `mul_comm _ _`, which were to be inferred from the expected equation, are still undetermined in the message. The message does not say at which point the matching broke down.

The repair no longer relies on Lean finding the hidden sum during that match. `simp only [Matrix.mulVec, dotProduct]` unfolds the product into an explicit sum of `hessian g x i j * v j`, so `Finset.sum_congr` now meets a sum on each side and leaves one equation for each `j`. The repair also states the factors outright, in `mul_comm (hessian g x i j) (v j)`, so they need not be inferred. What remains is to identify `hessian g x i j` with `L (Pi.single j 1)`, which Lean can check by unfolding, since both are by definition `curvature g x (Pi.single i 1) (Pi.single j 1)`.

The change, after which it compiles:

```diff
@@ -41,6 +41,8 @@
     funext k
     simp [Finset.sum_apply, Pi.single_apply]
-  calc (hessian g x *ᵥ v) i = ∑ j, v j * L (Pi.single j 1) :=
-        Finset.sum_congr rfl fun j _ => mul_comm _ _
+  calc (hessian g x *ᵥ v) i = ∑ j, v j * L (Pi.single j 1) := by
+        simp only [Matrix.mulVec, dotProduct]
+        refine Finset.sum_congr rfl fun j _ => ?_
+        exact mul_comm (hessian g x i j) (v j)
     _ = L (∑ j, v j • (Pi.single j 1 : Fin N → ℝ)) := by
         simp only [map_sum, map_smul, smul_eq_mul]
```
